# The averaged intensity of a rigid linear molecule is a double sum of sinc terms

The orientation of the molecule is represented by a single real number $u$, the cosine of the angle between the molecular axis and the momentum transfer, and the average gives every $u$ in $[-1,1]$ the same weight. One number is enough because all scatterers lie on the axis and their scattering factors are taken not to depend on orientation: a scatterer at height $z_j$ picks up the phase $-q u z_j$, where $q$ is the magnitude of the momentum transfer, and a rotation about the axis changes nothing. The equal weight represents an isotropic ensemble. With $u=\cos\theta$, the area element $\sin\theta\,d\theta\,d\varphi$ of the unit sphere becomes $du\,d\varphi$ up to orientation, so a uniformly random direction has a uniformly distributed cosine. This change of variables motivates the definition of the average and is not itself among the theorems proved below.

## From an orientation average to a pair sum

Let a finite set of scatterers have complex scattering factors $f_j$ and real heights $z_j$. At orientation $u$ the amplitude is

$$A(u)=\sum_j f_j\,e^{-iquz_j},$$

and the averaged intensity is

$$I(q)=\frac12\int_{-1}^{1}|A(u)|^2\,du .$$

Write $\operatorname{sinc}x=\sin x/x$ for $x\neq0$ and $\operatorname{sinc}0=1$. For every real $q$,

$$I(q)=\sum_{j,k}\operatorname{Re}(f_jf_k^*)\,\operatorname{sinc}\bigl(q(z_j-z_k)\bigr).$$

If the weights $f_j$ are real, this becomes

$$I(q)=\sum_{j,k}f_jf_k\,\operatorname{sinc}\bigl(q(z_j-z_k)\bigr)\;\ge 0 .$$

The atoms lie on one line throughout, whereas Debye's name is usually attached to the corresponding sum over interatomic distances for any arrangement in space.

## Replacing quadrature in a scattering code

A program that computes the scattering profile of randomly oriented linear molecules can evaluate the pair sum instead of integrating over $u$ numerically. This applies to independent, rigid molecules in the single-scattering approximation, with scattering factors that do not depend on orientation. The integrand oscillates faster as $q$ times the length of the molecule grows, so a fixed quadrature grid eventually becomes too coarse. The pair sum has no such grid.

Three details affect an implementation.

- The function is $\sin x/x$. Some numerical libraries use the name sinc for $\sin(\pi x)/(\pi x)$, and their argument must then be divided by $\pi$.
- The diagonal terms need the value $\operatorname{sinc}0=1$, whereas evaluating the quotient $\sin x/x$ directly at $x=0$ would give $0/0$.
- Complex scattering factors require the conjugate. For a single scatterer with $f=i$ the intensity is $1$, while the unconjugated product $f\cdot f$ gives $-1$.

The sign gives a simple check on the output. Individual terms may be negative, since $\operatorname{sinc}(3\pi/2)=-2/(3\pi)$, but the complete sum with real weights may not. With real weights, a negative total that is larger in size than the rounding error points to a mistake in assembling the double sum, such as missing diagonal terms. The check does not detect wrong real values of the $f_j$ or the other sinc convention: using $\sin(\pi x)/(\pi x)$ by mistake gives the Debye sum at $\pi q$, which is nonnegative too.

## Expanding the square and integrating each pair

Put $f_j=a_j+ib_j$ with $a_j,b_j$ real, and abbreviate $c_j=\cos(quz_j)$ and $s_j=\sin(quz_j)$. Since $e^{-iquz_j}=c_j-is_j$,

$$\operatorname{Re}A=\sum_j(a_jc_j+b_js_j),\qquad \operatorname{Im}A=\sum_j(b_jc_j-a_js_j).$$

Squaring both and adding gives a double sum whose $(j,k)$ term is

$$(a_jc_j+b_js_j)(a_kc_k+b_ks_k)+(b_jc_j-a_js_j)(b_kc_k-a_ks_k).$$

Multiplying out and collecting, this equals

$$(a_ja_k+b_jb_k)(c_jc_k+s_js_k)+(b_ja_k-a_jb_k)(s_jc_k-c_js_k).$$

The first factors are $\operatorname{Re}(f_jf_k^*)$ and $\operatorname{Im}(f_jf_k^*)$. By the addition theorems the second factors are the cosine and sine of the phase difference. With $\alpha_{jk}=q(z_j-z_k)$,

$$|A(u)|^2=\sum_{j,k}\Bigl[\operatorname{Re}(f_jf_k^*)\cos(\alpha_{jk}u)+\operatorname{Im}(f_jf_k^*)\sin(\alpha_{jk}u)\Bigr].$$

Two elementary integrals remain. For $\alpha\neq0$,

$$\frac12\int_{-1}^{1}\cos(\alpha u)\,du=\frac{\sin\alpha-\sin(-\alpha)}{2\alpha}=\frac{\sin\alpha}{\alpha},\qquad \int_{-1}^{1}\sin(\alpha u)\,du=\frac{\cos(-\alpha)-\cos\alpha}{\alpha}=0 .$$

For $\alpha=0$ the cosine average is $1$ and the sine integral is $0$. Hence the cosine average is $\operatorname{sinc}\alpha$ in every case. The sum is finite and each term is continuous, so it may be integrated term by term, which gives the formula for complex weights.

For real weights $\operatorname{Re}(f_jf_k^*)=f_jf_k$. The resulting double sum equals $I(q)$, which is an average of the nonnegative numbers $|A(u)|^2$, and is therefore nonnegative.

For two atoms with real weights, numbered $0$ and $1$, the two diagonal terms have $\operatorname{sinc}0=1$, and the two off-diagonal terms agree because sinc is even:

$$I(q)=f_0^2+f_1^2+2f_0f_1\operatorname{sinc}\bigl(q(z_0-z_1)\bigr).$$

For large $q$, let $d=z_j-z_k\neq0$. When $q>0$,

$$|\operatorname{sinc}(qd)|=\frac{|\sin(qd)|}{q|d|}\le\frac1{q|d|}\longrightarrow0 .$$

If all heights are different, every cross term vanishes in this limit while the diagonal terms stay fixed, so $I(q)\to\sum_j|f_j|^2$.

At the other end, $q=0$ makes every sinc equal to $1$, and the double sum becomes $\bigl|\sum_jf_j\bigr|^2$, the fully coherent intensity. A single scatterer gives $|f|^2$ at every $q$.

## The definitions and proofs in Lean

```lean
import Mathlib

open Filter Topology
open scoped ComplexConjugate

namespace LinearMoleculeDebye

noncomputable section

variable {ι : Type*} [Fintype ι]

/-- Scattering amplitude of a linear molecule with scattering factors `f j` at heights `z j`,
for momentum transfer `q` and cosine `u` of the angle between it and the molecular axis. -/
def amplitude (f : ι → ℂ) (z : ι → ℝ) (q u : ℝ) : ℂ :=
  ∑ j, f j * Complex.exp (((-(q * u * z j) : ℝ) : ℂ) * Complex.I)

/-- Scattered intensity averaged uniformly over the orientation cosine `u` in `[-1, 1]`. -/
def averagedIntensity (f : ι → ℂ) (z : ι → ℝ) (q : ℝ) : ℝ :=
  (1 / 2) * ∫ u in (-1 : ℝ)..1, ‖amplitude f z q u‖ ^ 2

/-- The average of `cos (a u)` over the orientation cosine is `sinc a`. -/
theorem average_cos (a : ℝ) :
    (1 / 2) * ∫ u in (-1 : ℝ)..1, Real.cos (a * u) = Real.sinc a := by
  by_cases ha : a = 0
  · subst ha
    simp only [zero_mul, Real.cos_zero, Real.sinc_zero, intervalIntegral.integral_const,
      smul_eq_mul]
    norm_num
  · rw [intervalIntegral.integral_comp_mul_left Real.cos ha, integral_cos,
      Real.sinc_of_ne_zero ha, mul_neg, mul_one, Real.sin_neg, smul_eq_mul]
    ring

/-- The integral of `sin (a u)` over the orientation cosine vanishes. -/
theorem integral_sin_eq_zero (a : ℝ) :
    ∫ u in (-1 : ℝ)..1, Real.sin (a * u) = 0 := by
  by_cases ha : a = 0
  · subst ha
    simp
  · rw [intervalIntegral.integral_comp_mul_left Real.sin ha, integral_sin,
      mul_neg, mul_one, Real.cos_neg, sub_self, smul_zero]

/-- At fixed orientation the intensity is a double sum over pairs of scatterers, each pair
contributing a cosine and a sine of its phase difference. -/
theorem intensity_eq_pair_sum (f : ι → ℂ) (z : ι → ℝ) (q u : ℝ) :
    ‖amplitude f z q u‖ ^ 2 =
      ∑ j, ∑ k, ((f j * conj (f k)).re * Real.cos (q * (z j - z k) * u)
        + (f j * conj (f k)).im * Real.sin (q * (z j - z k) * u)) := by
  -- real and imaginary parts of the amplitude
  have hre : (amplitude f z q u).re =
      ∑ j, ((f j).re * Real.cos (q * u * z j) + (f j).im * Real.sin (q * u * z j)) := by
    unfold amplitude
    rw [Complex.re_sum]
    refine Finset.sum_congr rfl fun j _ => ?_
    rw [Complex.mul_re, Complex.exp_ofReal_mul_I_re, Complex.exp_ofReal_mul_I_im,
      Real.cos_neg, Real.sin_neg]
    ring
  have him : (amplitude f z q u).im =
      ∑ j, ((f j).im * Real.cos (q * u * z j) - (f j).re * Real.sin (q * u * z j)) := by
    unfold amplitude
    rw [Complex.im_sum]
    refine Finset.sum_congr rfl fun j _ => ?_
    rw [Complex.mul_im, Complex.exp_ofReal_mul_I_re, Complex.exp_ofReal_mul_I_im,
      Real.cos_neg, Real.sin_neg]
    ring
  rw [← Complex.normSq_eq_norm_sq, Complex.normSq_apply, hre, him,
    Finset.sum_mul_sum, Finset.sum_mul_sum, ← Finset.sum_add_distrib]
  refine Finset.sum_congr rfl fun j _ => ?_
  rw [← Finset.sum_add_distrib]
  refine Finset.sum_congr rfl fun k _ => ?_
  -- the addition theorems combine the two phases into their difference
  have hphase : q * (z j - z k) * u = q * u * z j - q * u * z k := by ring
  rw [hphase, Real.cos_sub, Real.sin_sub, Complex.mul_re, Complex.mul_im,
    Complex.conj_re, Complex.conj_im]
  ring

/-- Debye formula for a linear molecule with complex scattering factors: the averaged intensity
is the double sum of `Re (f j * conj (f k))` times `sinc (q (z j - z k))`. -/
theorem debye_formula (f : ι → ℂ) (z : ι → ℝ) (q : ℝ) :
    averagedIntensity f z q =
      ∑ j, ∑ k, (f j * conj (f k)).re * Real.sinc (q * (z j - z k)) := by
  unfold averagedIntensity
  simp_rw [intensity_eq_pair_sum]
  rw [intervalIntegral.integral_finsetSum]
  · rw [Finset.mul_sum]
    refine Finset.sum_congr rfl fun j _ => ?_
    rw [intervalIntegral.integral_finsetSum]
    · rw [Finset.mul_sum]
      refine Finset.sum_congr rfl fun k _ => ?_
      -- the sine part averages out, the cosine part gives sinc
      rw [intervalIntegral.integral_add, intervalIntegral.integral_const_mul,
        intervalIntegral.integral_const_mul, integral_sin_eq_zero, ← average_cos]
      · ring
      · exact Continuous.intervalIntegrable (by fun_prop) _ _
      · exact Continuous.intervalIntegrable (by fun_prop) _ _
    · intro k _
      exact Continuous.intervalIntegrable (by fun_prop) _ _
  · intro j _
    exact Continuous.intervalIntegrable (by fun_prop) _ _

/-- Debye formula for real weights: the averaged intensity is the double sum of
`f j * f k * sinc (q (z j - z k))`. -/
theorem debye_formula_real (f z : ι → ℝ) (q : ℝ) :
    averagedIntensity (fun j => (f j : ℂ)) z q =
      ∑ j, ∑ k, f j * f k * Real.sinc (q * (z j - z k)) := by
  rw [debye_formula]
  refine Finset.sum_congr rfl fun j _ => Finset.sum_congr rfl fun k _ => ?_
  have h : ((f j : ℂ) * conj (f k : ℂ)).re = f j * f k := by simp
  rw [h]

/-- The Debye double sum with real weights is nonnegative. -/
theorem debye_sum_nonneg (f z : ι → ℝ) (q : ℝ) :
    0 ≤ ∑ j, ∑ k, f j * f k * Real.sinc (q * (z j - z k)) := by
  rw [← debye_formula_real]
  -- it is an average of squared moduli
  exact mul_nonneg (by norm_num)
    (intervalIntegral.integral_nonneg (by norm_num) fun u _ => by positivity)

/-- For two atoms with real weights the averaged intensity is the sum of the squared weights plus
one interference term, governed by the sinc of `q` times the separation. -/
theorem debye_diatomic (f z : Fin 2 → ℝ) (q : ℝ) :
    averagedIntensity (fun j => (f j : ℂ)) z q =
      f 0 ^ 2 + f 1 ^ 2 + 2 * f 0 * f 1 * Real.sinc (q * (z 0 - z 1)) := by
  rw [debye_formula_real]
  have h : q * (z 1 - z 0) = -(q * (z 0 - z 1)) := by ring
  simp only [Fin.sum_univ_two, sub_self, mul_zero, Real.sinc_zero]
  rw [h, Real.sinc_neg]
  ring

/-- The interference factor of two scatterers at nonzero separation `d` vanishes in the limit of
large momentum transfer. -/
theorem sinc_tendsto_zero {d : ℝ} (hd : d ≠ 0) :
    Tendsto (fun q : ℝ => Real.sinc (q * d)) atTop (𝓝 0) := by
  have hlim : Tendsto (fun q : ℝ => |d|⁻¹ * q⁻¹) atTop (𝓝 0) := by
    have h := (tendsto_inv_atTop_zero (𝕜 := ℝ)).const_mul |d|⁻¹
    rwa [mul_zero] at h
  refine squeeze_zero_norm' ?_ hlim
  filter_upwards [eventually_gt_atTop (0 : ℝ)] with q hq
  rw [Real.sinc_of_ne_zero (mul_ne_zero hq.ne' hd), Real.norm_eq_abs, abs_div, abs_mul,
    abs_of_pos hq]
  have hs := Real.abs_sin_le_one (q * d)
  calc |Real.sin (q * d)| / (q * |d|) ≤ 1 / (q * |d|) := by gcongr
    _ = |d|⁻¹ * q⁻¹ := by rw [one_div, mul_inv, mul_comm]

/-- If all scatterers sit at different heights, the averaged intensity at large momentum transfer
tends to the sum of the squared moduli of the scattering factors. -/
theorem averagedIntensity_tendsto (f : ι → ℂ) (z : ι → ℝ) (hz : Function.Injective z) :
    Tendsto (fun q => averagedIntensity f z q) atTop (𝓝 (∑ j, ‖f j‖ ^ 2)) := by
  classical
  have hdiag : ∑ j, ‖f j‖ ^ 2 = ∑ j, ∑ k, if j = k then ‖f j‖ ^ 2 else 0 := by simp
  rw [hdiag]
  simp_rw [debye_formula]
  refine tendsto_finsetSum _ fun j _ => tendsto_finsetSum _ fun k _ => ?_
  by_cases hjk : j = k
  · -- self term: independent of q
    subst hjk
    have h : (f j * conj (f j)).re = ‖f j‖ ^ 2 := by
      rw [Complex.mul_conj, Complex.ofReal_re, Complex.normSq_eq_norm_sq]
    rw [if_pos rfl, h]
    simp only [sub_self, mul_zero, Real.sinc_zero, mul_one]
    exact tendsto_const_nhds
  · -- cross term: decays
    rw [if_neg hjk]
    have hd : z j - z k ≠ 0 := sub_ne_zero.mpr fun h => hjk (hz h)
    have h := (sinc_tendsto_zero hd).const_mul (f j * conj (f k)).re
    rwa [mul_zero] at h

end

end LinearMoleculeDebye
```

```lean
#print axioms LinearMoleculeDebye.debye_sum_nonneg
#print axioms LinearMoleculeDebye.debye_diatomic
#print axioms LinearMoleculeDebye.averagedIntensity_tendsto
```

```
'LinearMoleculeDebye.debye_sum_nonneg' depends on axioms: [propext, Classical.choice, Quot.sound]
'LinearMoleculeDebye.debye_diatomic' depends on axioms: [propext, Classical.choice, Quot.sound]
'LinearMoleculeDebye.averagedIntensity_tendsto' depends on axioms: [propext, Classical.choice, Quot.sound]
```

## Fixed weights on a line, in exact arithmetic

The scatterers are labelled by a finite type `ι`, with no restriction on their number. The function `f` gives the scattering factors and `z` the heights. `amplitude f z q u` is $A(u)$, with the minus sign in the exponent, and `averagedIntensity f z q` is $I(q)$, including the factor $\tfrac12$. Neither quantity is divided by the number of scatterers or by the total weight. Units are free as long as $qz_j$ is dimensionless.

`debye_formula` is the identity for complex factors, where `conj` is complex conjugation. In `debye_formula_real` the weights are real numbers, converted to complex ones only to form the amplitude. Both hold for every real `q`, of either sign, and for any heights, including coincident ones. `debye_sum_nonneg` concerns the double sum alone and mentions no integral. It is a statement about the exact value of the sum that a program approximates in floating-point arithmetic.

The proofs follow the derivation above. `average_cos` and `integral_sin_eq_zero` each separate the case `a = 0`, because the substitution in the integral divides by `a`. `intensity_eq_pair_sum` first finds the real and imaginary parts of the amplitude, `hre` and `him`. It then turns the products of sums into double sums, applies the addition theorems, and leaves the collecting of terms to `ring`.

In `debye_formula`, `intervalIntegral.integral_finsetSum` moves the integral inside the sum over `j` and then inside the sum over `k`. Each exchange requires integrability, which follows from continuity. The sine part is then removed by `integral_sin_eq_zero`, and `average_cos` identifies the cosine part. `debye_formula_real` simplifies the product of the weights. `debye_sum_nonneg` rewrites the double sum backwards into the averaged intensity and uses the fact that the integral of a nonnegative function is nonnegative. `debye_diatomic` writes out the four pairs and uses the evenness of sinc.

The limit is proved in two stages. `sinc_tendsto_zero` squeezes the interference factor below $1/(q|d|)$ for positive $q$. `averagedIntensity_tendsto` writes $\sum_j|f_j|^2$ as a double sum that is zero off the diagonal, and then compares it with the Debye sum pair by pair: self terms are constant, and cross terms tend to zero.

This last theorem assumes `Function.Injective z`, which says that no two scatterers share a height. Without that condition the limit can be wrong. Two scatterers of weight $1$ at the same height have $A(u)=2e^{-iquz_0}$, so $I(q)=4$ for every $q$, while the sum of squared weights is $2$. Since all scatterers lie on the axis, equal heights mean the same point. Distinct atoms of a linear molecule therefore always meet the condition, and the example describes a single site entered twice. Scatterers at the same point add coherently at all $q$. The pair sum already accounts for this, and in the limiting value their weights are added before squaring.

The limit also keeps the scattering factors fixed while $q$ grows. Atomic form factors depend on $q$. At any one value of $q$ the Debye identity can be used with the factors evaluated there, but the large-$q$ theorem does not describe a profile whose factors change along the way.

Several physical effects are absent from the model. The molecule is rigid, so there is no vibrational damping of the interference terms. The ensemble is isotropic, so aligned or partially oriented samples need a different weight in $u$. Interference between waves scattered by different molecules is not included, and neither is multiple scattering.

Finally, the theorems concern real numbers and exact integrals. They give no bound on the rounding error of a floating-point pair sum, which matters most where the contributions nearly cancel and the true intensity is small.
